# The dipole of point charges splits into charge-transfer and intra-basin parts, and basin charges alone do not fix it

After an atoms-in-molecules analysis, a program can rebuild the molecular dipole from per-atom data. It places each basin charge at its nucleus and adds the dipole of the charge inside each basin, taken about that nucleus. For finitely many point charges this sum is exact, whatever the assignment to basins. A model that keeps only the basin charges drops the second part, and the charges do not determine what was lost.

## The dipole, basin by basin

Let point charges q_k sit at positions r_k, each assigned to one basin A with centre R_A. Write Q_A for the total charge of basin A and d_A for its intra-basin dipole:

Q_A = ∑_{k in A} q_k

d_A = ∑_{k in A} q_k (r_k − R_A)

The total dipole μ = ∑_k q_k r_k then satisfies

μ = ∑_A Q_A R_A + ∑_A d_A

The first sum is the charge-transfer dipole. When the origin moves, charges and centres shift together. Each d_A is then unchanged for any total charge, while the charge-transfer dipole is unchanged for every shift exactly when the total charge is zero.

## Accumulating charge and dipole on a grid

On an integration grid, point g with density ρ_g and weight w_g acts as a point charge −ρ_g w_g in atomic units. The code finds the basin A of the point, adds −ρ_g w_g to Q_A and adds −ρ_g w_g (r_g − R_A) to d_A. A nucleus at R_A adds its charge to Q_A and nothing to d_A. The final loop over atoms adds Q_A R_A + d_A, which reproduces the dipole of the grid charges and nuclei.

## Regrouping, shifting and constructing charges

Within one basin the centre drops out:

Q_A R_A + d_A = ∑_{k in A} q_k R_A + ∑_{k in A} q_k (r_k − R_A) = ∑_{k in A} q_k r_k

Every charge belongs to exactly one basin, so summing over A gives μ.

Now move the origin to o:

(r_k − o) − (R_A − o) = r_k − R_A

∑_A Q_A (R_A − o) = ∑_A Q_A R_A − (∑_k q_k) o

The first line shows that d_A does not change. In the second, the last term vanishes for every o if the total charge is zero. Conversely, if it vanishes for one nonzero o, the total charge is zero.

Next, prescribe Q_A, d_A and a distance ε > 0. In each basin choose, with the dipole expressed as a number in fixed units,

t_A = (|d_A| + 1)/ε

Put charge t_A at R_A + d_A/t_A and charge Q_A − t_A at R_A. The charges add to Q_A, the intra-basin dipole is t_A (d_A/t_A) = d_A, and the displacement is

|d_A|/t_A = ε |d_A|/(|d_A| + 1) < ε

For two distinct centres R_0 and R_1 with basin charges q and −q, let m be any target dipole. The charge-transfer dipole is q(R_0 − R_1), so take

d_0 = m − q(R_0 − R_1), d_1 = 0

The total is m. With D = |R_0 − R_1| and ε = D/2, a charge at r in basin A satisfies, for the other centre B,

|r − R_B| ≥ D − |r − R_A| > D/2 > |r − R_A|

Each charge is therefore closer to its own centre than to the other.

As an example on a line, take R_0 = 0, R_1 = 2 and q = 0.4. Charges placed only at the centres give the dipole −0.8. To reach m = 0, basin 0 must supply d_0 = 0.8. Put charge 2 at 0.4 and charge −1.6 at 0, and leave −0.4 at 2:

2(0.4) − 1.6(0) − 0.4(2) = 0

The basin charges are still 0.4 and −0.4, but the dipole has changed from −0.8 to 0.

## The Lean file

```lean
import Mathlib

open Finset

namespace AtomsInMoleculesDipole

noncomputable section

variable {ι β V : Type*} [Fintype ι] [Fintype β] [DecidableEq β]
  [NormedAddCommGroup V] [NormedSpace ℝ V]

/-- The dipole moment of point charges `q k` at positions `r k`. -/
def dipole (q : ι → ℝ) (r : ι → V) : V := ∑ k, q k • r k

/-- The charge of basin `A`: the sum of the charges that `b` assigns to it. -/
def basinCharge (q : ι → ℝ) (b : ι → β) (A : β) : ℝ := ∑ k with b k = A, q k

/-- The charge-transfer dipole: each basin charge placed at the centre of its basin. -/
def chargeTransfer (q : ι → ℝ) (b : ι → β) (R : β → V) : V :=
  ∑ A, basinCharge q b A • R A

/-- The intra-basin dipole of `A`: the dipole of its charges relative to its centre. -/
def intraDipole (q : ι → ℝ) (r : ι → V) (b : ι → β) (R : β → V) (A : β) : V :=
  ∑ k with b k = A, q k • (r k - R A)

/-- The dipole moment is the charge-transfer dipole plus the sum of the intra-basin dipoles. -/
theorem dipole_eq_chargeTransfer_add_intra (q : ι → ℝ) (r : ι → V) (b : ι → β) (R : β → V) :
    dipole q r = chargeTransfer q b R + ∑ A, intraDipole q r b R A := by
  -- within one basin the centre drops out
  have h : ∀ A, basinCharge q b A • R A + intraDipole q r b R A
      = ∑ k with b k = A, q k • r k := by
    intro A
    unfold basinCharge intraDipole
    rw [Finset.sum_smul, ← Finset.sum_add_distrib]
    refine Finset.sum_congr rfl fun k _ => ?_
    module
  -- the basins together contain every charge once
  unfold dipole chargeTransfer
  rw [← Finset.sum_add_distrib, Finset.sum_congr rfl (fun A _ => h A)]
  exact (Finset.sum_fiberwise _ _ _).symm

omit [Fintype β] in
/-- Moving the origin to `o` leaves every intra-basin dipole unchanged. -/
theorem intraDipole_translate (q : ι → ℝ) (r : ι → V) (b : ι → β) (R : β → V) (o : V) (A : β) :
    intraDipole q (fun k => r k - o) b (fun B => R B - o) A = intraDipole q r b R A := by
  unfold intraDipole
  refine Finset.sum_congr rfl fun k _ => ?_
  module

/-- Moving the origin to `o` changes the charge-transfer dipole by minus the total charge
times `o`. -/
theorem chargeTransfer_translate (q : ι → ℝ) (b : ι → β) (R : β → V) (o : V) :
    chargeTransfer q b (fun A => R A - o) = chargeTransfer q b R - (∑ k, q k) • o := by
  have ht : ∑ A, basinCharge q b A = ∑ k, q k := Finset.sum_fiberwise _ _ _
  unfold chargeTransfer
  rw [← ht, Finset.sum_smul, ← Finset.sum_sub_distrib]
  exact Finset.sum_congr rfl fun A _ => smul_sub _ _ _

/-- In a space of nonzero dimension, the charge-transfer dipole is independent of the origin
exactly when the total charge is zero. -/
theorem chargeTransfer_origin_independent_iff [Nontrivial V]
    (q : ι → ℝ) (b : ι → β) (R : β → V) :
    (∀ o : V, chargeTransfer q b (fun A => R A - o) = chargeTransfer q b R)
      ↔ ∑ k, q k = 0 := by
  constructor
  · intro h
    obtain ⟨o, ho⟩ := exists_ne (0 : V)
    have h1 := h o
    rw [chargeTransfer_translate, sub_eq_self, smul_eq_zero] at h1
    exact h1.resolve_right ho
  · intro h o
    rw [chargeTransfer_translate, h, zero_smul, sub_zero]

/-- With two charges per basin, a sum over basin `A` has two terms. -/
theorem sum_two_per_basin {M : Type*} [AddCommMonoid M] (f : β × Bool → M) (A : β) :
    ∑ k with Prod.fst k = A, f k = f (A, true) + f (A, false) := by
  rw [Finset.sum_filter, Fintype.sum_prod_type]
  simp [Finset.sum_add_distrib]

/-- Basin charges `Q` and intra-basin dipoles `d` can be prescribed independently: two point
charges per basin, all within any distance `ε > 0` of their own centre, realise them. -/
theorem exists_charges_with_intraDipole (R : β → V) (Q : β → ℝ) (d : β → V)
    {ε : ℝ} (hε : 0 < ε) :
    ∃ (c : β × Bool → ℝ) (r : β × Bool → V),
      (∀ k, ‖r k - R k.1‖ < ε) ∧
      (∀ A, basinCharge c Prod.fst A = Q A) ∧
      (∀ A, intraDipole c r Prod.fst R A = d A) := by
  -- a large charge `t` needs only a small displacement `d / t`
  have hex : ∀ A, ∃ t : ℝ, 0 < t ∧ ‖t⁻¹ • d A‖ < ε := by
    intro A
    have ht : 0 < (‖d A‖ + 1) / ε := by positivity
    refine ⟨(‖d A‖ + 1) / ε, ht, ?_⟩
    rw [norm_smul, Real.norm_of_nonneg (inv_nonneg.mpr ht.le), inv_div,
      div_mul_eq_mul_div, div_lt_iff₀ (by positivity)]
    nlinarith [norm_nonneg (d A)]
  choose t ht hn using hex
  -- the compensating charge `Q - t` sits at the centre
  refine ⟨fun k => if k.2 then t k.1 else Q k.1 - t k.1,
    fun k => if k.2 then R k.1 + (t k.1)⁻¹ • d k.1 else R k.1, ?_, ?_, ?_⟩
  · rintro ⟨A, s⟩
    cases s
    · simpa using hε
    · simpa using hn A
  · intro A
    unfold basinCharge
    rw [sum_two_per_basin]
    simp
  · intro A
    unfold intraDipole
    rw [sum_two_per_basin]
    simp [smul_smul, (ht A).ne']

/-- Basin charges do not fix the dipole: for two distinct centres, basin charges `q` and `-q`, and
any vector `m`, some point charges, each closer to its own centre than to the other, have these
basin charges and total dipole `m`. -/
theorem basin_charges_do_not_fix_dipole (R : Fin 2 → V) (hR : R 0 ≠ R 1) (q : ℝ) (m : V) :
    ∃ (c : Fin 2 × Bool → ℝ) (r : Fin 2 × Bool → V),
      (∀ k A, A ≠ k.1 → ‖r k - R k.1‖ < ‖r k - R A‖) ∧
      basinCharge c Prod.fst 0 = q ∧ basinCharge c Prod.fst 1 = -q ∧
      dipole c r = m := by
  have hε : 0 < ‖R 0 - R 1‖ / 2 := half_pos (norm_pos_iff.mpr (sub_ne_zero.mpr hR))
  -- the first basin supplies what the charge-transfer dipole lacks
  obtain ⟨c, r, hnear, hQ, hd⟩ := exists_charges_with_intraDipole R ![q, -q]
    ![m - q • (R 0 - R 1), 0] hε
  have hdist : ∀ i j : Fin 2, j ≠ i → ‖R j - R i‖ = ‖R 0 - R 1‖ := by
    intro i j hij
    fin_cases i <;> fin_cases j
    · exact absurd rfl hij
    · exact norm_sub_rev _ _
    · rfl
    · exact absurd rfl hij
  refine ⟨c, r, ?_, hQ 0, hQ 1, ?_⟩
  · -- within half the separation of one centre, the other centre is farther away
    intro k A hA
    have h1 := hnear k
    have h2 := norm_sub_le (r k - R k.1) (r k - R A)
    rw [sub_sub_sub_cancel_left, hdist _ _ hA] at h2
    linarith
  · rw [dipole_eq_chargeTransfer_add_intra c r Prod.fst R]
    simp only [chargeTransfer, Fin.sum_univ_two, hQ, hd, Matrix.cons_val_zero,
      Matrix.cons_val_one]
    module

end

end AtomsInMoleculesDipole
```

```lean
#print axioms AtomsInMoleculesDipole.intraDipole_translate
-- 'AtomsInMoleculesDipole.intraDipole_translate' depends on axioms: [propext, Classical.choice, Quot.sound]
#print axioms AtomsInMoleculesDipole.chargeTransfer_origin_independent_iff
-- 'AtomsInMoleculesDipole.chargeTransfer_origin_independent_iff' depends on axioms: [propext, Classical.choice, Quot.sound]
#print axioms AtomsInMoleculesDipole.basin_charges_do_not_fix_dipole
-- 'AtomsInMoleculesDipole.basin_charges_do_not_fix_dipole' depends on axioms: [propext, Classical.choice, Quot.sound]
```

## Reading the statements and their proofs

The finite types `ι` and `β` label charges and basins, and `b : ι → β` assigns each charge to a basin. Positions lie in a real normed space `V`, which includes ordinary three-dimensional space. `basinCharge`, `chargeTransfer` and `intraDipole` are Q_A, the charge-transfer dipole and d_A. The dipole points from negative to positive charge. In the existence theorems `c` denotes the individual charges; in the last theorem `q` is a single basin charge.

`dipole_eq_chargeTransfer_add_intra` first proves the one-basin identity, where `module` does the vector algebra, and then regroups the sum with `Finset.sum_fiberwise`. The two `translate` theorems are the two shift equations. `chargeTransfer_origin_independent_iff` assumes `Nontrivial V`, which supplies the nonzero o used in the converse.

`exists_charges_with_intraDipole` uses the labels `β × Bool`, giving two charges per basin: `true` marks the displaced charge and `false` the compensating one. `sum_two_per_basin` reduces each basin sum to these two terms. `basin_charges_do_not_fix_dipole` applies the construction with half the separation as `ε`, gets the distance comparison from the triangle inequality `norm_sub_le`, and obtains the total `m` from the splitting identity.

## From point charges to an electron density

The splitting holds for any real charges and any assignment, so it applies to a grid sum as it stands, apart from floating-point rounding. The step left open is the passage from finitely many point charges to a continuous electron density integrated over its basins.

That step matters most for the existence result. Its charges may be large and of either sign, whereas an electron density has one sign everywhere and must come from a quantum state. Its basins are regions nearer to one centre than to the other, not regions bounded by zero-flux surfaces of the density. The theorem thus shows that basin charges do not determine the dipole of general point-charge distributions; it does not say which dipoles a particular molecule can have.
